# The lowest ZORA matrix energy rises by more than an upward constant shift, if the potential stays below 2c² and every state has kinetic energy

## Can the orbital relax enough to hide the shift error?

Take a one-electron ZORA Hamiltonian in atomic units as a finite matrix,

\[
Z(s)=A+s\,1+c^2B\,\mathrm{diag}\!\left(\frac{1}{2c^2-w_i-s}\right)B^* ,
\]

where \(A\) is the potential matrix, \(w_i\) are sampled values of the potential, \(B\) carries the momentum operator, \(c\) is the speed of light and \(s\) is a constant added to the potential. In the Schrödinger equation such a constant moves every energy by \(s\). Here it also enters the denominator, so raising it makes the kinetic term larger. But the ground-state orbital can respond by changing shape, which lowers the energy again. Could that relaxation cancel the extra kinetic energy, or even reverse its sign?

## Not if every state has kinetic energy: the excess then lies between two positive numbers

Let \(s<t\), let \(A\) be Hermitian, and let \(w_i+t<2c^2\) for all \(i\), so that every denominator is positive at both shifts. Let \(x\) be a ground state of \(Z(s)\) with energy \(E\), and \(y\) a ground state of \(Z(t)\) with energy \(E'\). Neither needs to be normalised. Define

\[
G(z)=\sum_i \frac{c^2(t-s)}{(2c^2-w_i-s)(2c^2-w_i-t)}\,|(B^*z)_i|^2 .
\]

**Change at fixed orbital.** Since \(\langle z,BDB^*z\rangle=\langle B^*z,DB^*z\rangle\) for a diagonal matrix \(D\),

\[
\langle z,Z(s)z\rangle=\langle z,Az\rangle+s\|z\|^2+\sum_i\frac{c^2}{2c^2-w_i-s}|(B^*z)_i|^2 .
\]

The two denominators differ by \(t-s\), hence

\[
\frac1{2c^2-w_i-t}-\frac1{2c^2-w_i-s}=\frac{t-s}{(2c^2-w_i-s)(2c^2-w_i-t)} .
\]

Subtracting the expectation values at the two shifts gives, with no expansion in \(1/c^2\),

\[
\langle z,Z(t)z\rangle=\langle z,Z(s)z\rangle+(t-s)\|z\|^2+G(z).
\]

**Relaxation.** For a Hermitian \(H\) with lowest eigenvalue \(E_0\), all eigenvalues of \(H-E_0\) are nonnegative, so expansion in an orthonormal eigenbasis gives \(E_0\|z\|^2\le\langle z,Hz\rangle\). Use \(y\) as a trial vector for \(Z(s)\):

\[
E'\|y\|^2=\langle y,Z(s)y\rangle+(t-s)\|y\|^2+G(y)\ge (E+t-s)\|y\|^2+G(y).
\]

Use \(x\) as a trial vector for \(Z(t)\):

\[
E'\|x\|^2\le\langle x,Z(t)x\rangle=(E+t-s)\|x\|^2+G(x).
\]

Division by the squared norms encloses the excess:

\[
\frac{G(y)}{\|y\|^2}\le E'-E-(t-s)\le\frac{G(x)}{\|x\|^2}.
\]

Relaxation can therefore reduce the excess from the right-hand value, but not below the left-hand one.

**Strictness.** If \(BB^*\) is positive definite, then \(\|B^*y\|^2=\langle y,BB^*y\rangle>0\), so some \((B^*y)_i\) is nonzero. All weights in \(G\) are positive, so \(G(y)>0\) and \(E'>E+(t-s)\). Setting \(s=0\) and \(t>0\) compares the shifted problem with the original one.

**A case of equality.** If \(B^*x=0\), then \(G(x)=0\). The lower bound is still nonnegative, so \(E'=E+(t-s)\). The uniform gas shows this: in a periodic box with constant potential, the lowest orbital is the plane wave with zero wavevector, which has no gradient for the ZORA factor to act on.

### The same quantities on an integration grid

Suppose a scalar ZORA code uses an orthonormal basis \(\chi_\nu\) and grid points \(r_g\) with positive weights \(\omega_g\). Let \(i=(g,a)\) combine a grid point with a Cartesian direction \(a\), and set \(w_i=V(r_g)\) and \((B^*)_{i\nu}=\sqrt{\omega_g}\,\partial_a\chi_\nu(r_g)\). The last term of \(Z(s)\) is then the kinetic matrix

\[
T_{\mu\nu}=\sum_{g,a}\omega_g\,\frac{c^2}{2c^2-V(r_g)-s}\,\overline{\partial_a\chi_\mu(r_g)}\,\partial_a\chi_\nu(r_g).
\]

For the normalised lowest orbital \(\psi\) at shift \(s\), with coefficient vector \(x\), \(G(x)\) is one more grid sum over \(|\nabla\psi|^2\). It bounds the excess from above without a second diagonalisation. If \(|V+s|\) and \(|V+t|\) are small compared with \(2c^2\) wherever \(\nabla\psi\) is appreciable, it is approximately \((t-s)/(2c^2)\) times the nonrelativistic kinetic energy of \(\psi\).

### What the Lean statements say

`zora c w A B s` is \(Z(s)\). The type `n` labels basis functions and `m` labels the sampled values, so `B` may be rectangular; `Bᴴ` is \(B^*\). `sqNorm` is \(\|x\|^2\), `expectation` is the real part of \(\langle x,Hx\rangle\) without normalisation, and `gaugeExcess` is \(G\). `IsGroundState H E x` says that `x` is a nonzero eigenvector with real eigenvalue `E` and that no real eigenvalue lies lower. Degeneracy is allowed.

In `zora_gauge_dependence`, `hA` makes \(A\) Hermitian, and `hB` says that every nonzero state in the basis has positive nonrelativistic kinetic energy \(\tfrac12\langle x,BB^*x\rangle\). The hypothesis `hc` takes \(c\) positive, and `ht` keeps the higher potential below \(2c^2\), where the ZORA kinetic factor is positive and finite. The conclusion is `E + (t - s) < E'`. The ground states enter as hypotheses, and `exists_groundState` supplies them for every Hermitian matrix of nonzero size.

The model is finite-dimensional, has an orthonormal basis and concerns only the lowest eigenvalue. `A` and `w` are independent inputs; nothing forces them to come from the same potential. They are also held fixed, so there is no self-consistent response of the density. Within this model and under the hypotheses of the theorem, moving the zero of the potential changes the lowest ZORA energy by more than the constant itself. This is the gauge dependence to which the Lean names refer.

```lean
import Mathlib

open Matrix
open scoped ComplexOrder

namespace ZoraGaugeShift

noncomputable section

variable {n m : Type*} [Fintype n] [DecidableEq n] [Fintype m] [DecidableEq m]

/-- The matrix ZORA Hamiltonian `A + s + c² B diag(1/(2c² - wᵢ - s)) B*` with the potential
shifted by the constant `s`; its domain is `wᵢ + s ≠ 2c²` for all `i`. -/
def zora (c : ℝ) (w : m → ℝ) (A : Matrix n n ℂ) (B : Matrix n m ℂ) (s : ℝ) : Matrix n n ℂ :=
  A + (s : ℂ) • (1 : Matrix n n ℂ) + ((c ^ 2 : ℝ) : ℂ) •
    (B * diagonal (fun i => ((1 / (2 * c ^ 2 - w i - s) : ℝ) : ℂ)) * Bᴴ)

/-- The squared norm of a state vector. -/
def sqNorm {k : Type*} [Fintype k] (x : k → ℂ) : ℝ := ∑ i, ‖x i‖ ^ 2

/-- The real part of `⟨x, H x⟩`, for a vector `x` that need not be normalised. -/
def expectation (H : Matrix n n ℂ) (x : n → ℂ) : ℝ := (star x ⬝ᵥ (H *ᵥ x)).re

/-- `x` is an eigenvector of `H` with real eigenvalue `E`, and no real eigenvalue of `H` lies
below `E`. -/
def IsGroundState (H : Matrix n n ℂ) (E : ℝ) (x : n → ℂ) : Prop :=
  x ≠ 0 ∧ H *ᵥ x = (E : ℂ) • x ∧
    ∀ (E' : ℝ) (y : n → ℂ), y ≠ 0 → H *ᵥ y = (E' : ℂ) • y → E ≤ E'

/-- The weighted sum `∑ c²(t-s)/((2c²-wᵢ-s)(2c²-wᵢ-t)) |(B*x)ᵢ|²`; its domain is
`wᵢ + s ≠ 2c²` and `wᵢ + t ≠ 2c²` for all `i`. -/
def gaugeExcess (c : ℝ) (w : m → ℝ) (B : Matrix n m ℂ) (s t : ℝ) (x : n → ℂ) : ℝ :=
  ∑ i, c ^ 2 * ((t - s) / ((2 * c ^ 2 - w i - s) * (2 * c ^ 2 - w i - t))) *
    ‖(Bᴴ *ᵥ x) i‖ ^ 2

/-- A real diagonal operator has expectation value `∑ dᵢ |yᵢ|²`. -/
theorem re_dot_diag {k : Type*} [Fintype k] (d : k → ℝ) (y : k → ℂ) :
    (star y ⬝ᵥ (fun i => (d i : ℂ) * y i)).re = ∑ i, d i * ‖y i‖ ^ 2 := by
  simp only [dotProduct, Complex.re_sum, Pi.star_apply]
  refine Finset.sum_congr rfl fun i _ => ?_
  rw [Complex.sq_norm, Complex.normSq_apply]
  simp only [Complex.star_def, Complex.mul_re, Complex.mul_im, Complex.conj_re,
    Complex.conj_im, Complex.ofReal_re, Complex.ofReal_im]
  ring

/-- A real multiple `r` of the identity has expectation value `r` times the squared norm. -/
theorem re_dot_smul {k : Type*} [Fintype k] (r : ℝ) (y : k → ℂ) :
    (star y ⬝ᵥ ((r : ℂ) • y)).re = r * sqNorm y :=
  (re_dot_diag (fun _ => r) y).trans (Finset.mul_sum _ _ _).symm

/-- Every Hermitian matrix of nonzero size has a ground state. -/
theorem exists_groundState [Nonempty n] {H : Matrix n n ℂ} (hH : H.IsHermitian) :
    ∃ E x, IsGroundState H E x := by
  let S : Set ℝ := {E | ∃ x : n → ℂ, x ≠ 0 ∧ H *ᵥ x = (E : ℂ) • x}
  -- the eigenvalues are roots of the characteristic polynomial, hence finite in number
  have hfin : S.Finite := by
    refine ((H.charpoly.roots.toFinset.finite_toSet).preimage
      Complex.ofReal_injective.injOn).subset ?_
    rintro E ⟨x, hx, h⟩
    rw [Set.mem_preimage, Finset.mem_coe, Multiset.mem_toFinset,
      Polynomial.mem_roots H.charpoly_monic.ne_zero, Polynomial.IsRoot.def, Matrix.eval_charpoly]
    refine Matrix.exists_mulVec_eq_zero_iff.mp ⟨x, hx, ?_⟩
    rw [Matrix.sub_mulVec, h, Matrix.scalar_apply]
    funext j
    simp
  have hne : S.Nonempty := by
    obtain ⟨i⟩ := ‹Nonempty n›
    refine ⟨hH.eigenvalues i, (hH.eigenvectorBasis i).ofLp, fun h => ?_, ?_⟩
    · exact hH.eigenvectorBasis.orthonormal.ne_zero i (PiLp.ext fun j => congrFun h j)
    · exact hH.mulVec_eigenvectorBasis i
  obtain ⟨E, ⟨x, hx, h⟩, hmin⟩ := Set.exists_min_image S id hfin hne
  exact ⟨E, x, hx, h, fun E' y hy h' => hmin E' ⟨y, hy, h'⟩⟩

/-- Variational principle: for a Hermitian matrix with lowest eigenvalue `E`, every trial vector
`y` satisfies `E ‖y‖² ≤ ⟨y, H y⟩`. -/
theorem variational {H : Matrix n n ℂ} (hH : H.IsHermitian) {E : ℝ} {x : n → ℂ}
    (hx : IsGroundState H E x) (y : n → ℂ) : E * sqNorm y ≤ expectation H y := by
  have hK : (H - (E : ℂ) • (1 : Matrix n n ℂ)).IsHermitian := by
    rw [Matrix.IsHermitian, conjTranspose_sub, conjTranspose_smul, conjTranspose_one, hH.eq,
      Complex.star_def, Complex.conj_ofReal]
  -- all eigenvalues of `H - E` are nonnegative
  have hP := hK.posSemidef_iff_eigenvalues_nonneg.mpr (fun i => by
    have hv := hK.mulVec_eigenvectorBasis i
    rw [Matrix.sub_mulVec, Matrix.smul_mulVec, Matrix.one_mulVec, sub_eq_iff_eq_add] at hv
    have hE := hx.2.2 (hK.eigenvalues i + E) (hK.eigenvectorBasis i).ofLp
      (fun h => hK.eigenvectorBasis.orthonormal.ne_zero i (PiLp.ext fun j => congrFun h j))
      (by
        rw [hv]
        funext j
        simp only [Pi.add_apply, Pi.smul_apply, Complex.real_smul, smul_eq_mul,
          Complex.ofReal_add]
        ring)
    change (0 : ℝ) ≤ hK.eigenvalues i
    linarith)
  have h0 := (Complex.le_def.mp (hP.dotProduct_mulVec_nonneg y)).1
  rw [Matrix.sub_mulVec, Matrix.smul_mulVec, Matrix.one_mulVec, dotProduct_sub, Complex.sub_re,
    re_dot_smul, Complex.zero_re] at h0
  unfold expectation
  linarith

omit [Fintype n] in
/-- The ZORA Hamiltonian is Hermitian when `A` is. -/
theorem zora_isHermitian (c : ℝ) (w : m → ℝ) {A : Matrix n n ℂ} (hA : A.IsHermitian)
    (B : Matrix n m ℂ) (s : ℝ) : (zora c w A B s).IsHermitian := by
  have hr : ∀ r : ℝ, star (r : ℂ) = r := Complex.conj_ofReal
  have hD (d : m → ℝ) : (diagonal (fun i => (d i : ℂ)))ᴴ = diagonal (fun i => (d i : ℂ)) := by
    rw [diagonal_conjTranspose]
    congr 1
    funext i
    exact hr _
  unfold Matrix.IsHermitian zora
  simp only [conjTranspose_add, conjTranspose_smul, conjTranspose_mul, conjTranspose_one,
    conjTranspose_conjTranspose, hD, hA.eq, hr, Matrix.mul_assoc]

/-- The ZORA expectation value is that of `A`, plus the shift, plus the kinetic term
`∑ c²/(2c²-wᵢ-s) |(B*x)ᵢ|²`. -/
theorem expectation_zora (c : ℝ) (w : m → ℝ) (A : Matrix n n ℂ) (B : Matrix n m ℂ) (s : ℝ)
    (x : n → ℂ) : expectation (zora c w A B s) x = expectation A x + s * sqNorm x +
      ∑ i, c ^ 2 * (1 / (2 * c ^ 2 - w i - s)) * ‖(Bᴴ *ᵥ x) i‖ ^ 2 := by
  have hB (d : m → ℝ) : (star x ⬝ᵥ ((B * diagonal (fun i => (d i : ℂ)) * Bᴴ) *ᵥ x)).re =
      ∑ i, d i * ‖(Bᴴ *ᵥ x) i‖ ^ 2 := by
    rw [← re_dot_diag, ← Matrix.mulVec_mulVec, ← Matrix.mulVec_mulVec, Matrix.dotProduct_mulVec,
      Matrix.star_mulVec, conjTranspose_conjTranspose]
    congr 2
    funext i
    exact Matrix.mulVec_diagonal _ _ _
  unfold expectation zora
  rw [Matrix.add_mulVec, Matrix.add_mulVec, Matrix.smul_mulVec, Matrix.smul_mulVec,
    Matrix.one_mulVec, dotProduct_add, dotProduct_add, Complex.add_re, Complex.add_re,
    re_dot_smul, dotProduct_smul, smul_eq_mul, Complex.re_ofReal_mul, hB]
  simp only [Finset.mul_sum, mul_assoc]

/-- Each ground state is a trial vector for the other Hamiltonian: for Hermitian `A` and both
shifted potentials below `2c²`, this encloses the gauge error `E' - E - (t - s)`. -/
theorem gauge_error_bounds {c s t E E' : ℝ} {w : m → ℝ} {A : Matrix n n ℂ} {B : Matrix n m ℂ}
    {x y : n → ℂ} (hA : A.IsHermitian) (hs : ∀ i, w i + s < 2 * c ^ 2)
    (ht : ∀ i, w i + t < 2 * c ^ 2) (hx : IsGroundState (zora c w A B s) E x)
    (hy : IsGroundState (zora c w A B t) E' y) :
    gaugeExcess c w B s t y ≤ (E' - E - (t - s)) * sqNorm y ∧
      (E' - E - (t - s)) * sqNorm x ≤ gaugeExcess c w B s t x := by
  -- exact change of the expectation value under the shift
  have key (z : n → ℂ) : expectation (zora c w A B t) z =
      expectation (zora c w A B s) z + (t - s) * sqNorm z + gaugeExcess c w B s t z := by
    have hsum : ∑ i, c ^ 2 * (1 / (2 * c ^ 2 - w i - t)) * ‖(Bᴴ *ᵥ z) i‖ ^ 2 =
        ∑ i, c ^ 2 * (1 / (2 * c ^ 2 - w i - s)) * ‖(Bᴴ *ᵥ z) i‖ ^ 2 +
          gaugeExcess c w B s t z := by
      unfold gaugeExcess
      rw [← Finset.sum_add_distrib]
      refine Finset.sum_congr rfl fun i _ => ?_
      have hp : 2 * c ^ 2 - w i - s ≠ 0 := fun h => by linarith [hs i]
      have hq : 2 * c ^ 2 - w i - t ≠ 0 := fun h => by linarith [ht i]
      have h : 1 / (2 * c ^ 2 - w i - t) = 1 / (2 * c ^ 2 - w i - s) +
          (t - s) / ((2 * c ^ 2 - w i - s) * (2 * c ^ 2 - w i - t)) := by
        rw [div_add_div _ _ hp (mul_ne_zero hp hq),
          div_eq_div_iff hq (mul_ne_zero hp (mul_ne_zero hp hq))]
        ring
      rw [h]
      ring
    rw [expectation_zora, expectation_zora]
    linear_combination hsum
  have ex : expectation (zora c w A B s) x = E * sqNorm x := by
    rw [expectation, hx.2.1, re_dot_smul]
  have ey : expectation (zora c w A B t) y = E' * sqNorm y := by
    rw [expectation, hy.2.1, re_dot_smul]
  have v1 := variational (zora_isHermitian c w hA B s) hx y
  have v2 := variational (zora_isHermitian c w hA B t) hy x
  constructor
  · linarith [key y]
  · linarith [key x]

/-- A nonzero vector has positive squared norm. -/
theorem sqNorm_pos {k : Type*} [Fintype k] {x : k → ℂ} (hx : x ≠ 0) : 0 < sqNorm x := by
  obtain ⟨i, hi⟩ := Function.ne_iff.mp hx
  have h : 0 < ‖x i‖ := norm_pos_iff.mpr hi
  exact Finset.sum_pos' (fun j _ => by positivity) ⟨i, Finset.mem_univ i, by positivity⟩

/-- Gauge dependence of ZORA: for Hermitian `A`, positive definite `BB*`, `c > 0` and potentials
below `2c²`, raising the constant shift from `s` to `t` raises the lowest eigenvalue by strictly
more than `t - s`. -/
theorem zora_gauge_dependence {c s t E E' : ℝ} {w : m → ℝ} {A : Matrix n n ℂ}
    {B : Matrix n m ℂ} {x y : n → ℂ} (hA : A.IsHermitian) (hB : (B * Bᴴ).PosDef) (hc : 0 < c)
    (hst : s < t) (ht : ∀ i, w i + t < 2 * c ^ 2) (hx : IsGroundState (zora c w A B s) E x)
    (hy : IsGroundState (zora c w A B t) E' y) : E + (t - s) < E' := by
  have hs : ∀ i, w i + s < 2 * c ^ 2 := fun i => by linarith [ht i]
  -- positive definiteness keeps `B* y` away from zero
  have hBy : Bᴴ *ᵥ y ≠ 0 := by
    intro h
    have h1 := hB.dotProduct_mulVec_pos hy.1
    rw [← Matrix.mulVec_mulVec, h, Matrix.mulVec_zero, dotProduct_zero] at h1
    exact lt_irrefl _ h1
  obtain ⟨i, hi⟩ := Function.ne_iff.mp hBy
  have hn : 0 < ‖(Bᴴ *ᵥ y) i‖ := norm_pos_iff.mpr hi
  have hd (j : m) :
      0 < c ^ 2 * ((t - s) / ((2 * c ^ 2 - w j - s) * (2 * c ^ 2 - w j - t))) :=
    mul_pos (pow_pos hc 2) (div_pos (by linarith)
      (mul_pos (by linarith [hs j]) (by linarith [ht j])))
  have hG : 0 < gaugeExcess c w B s t y :=
    Finset.sum_pos' (fun j _ => mul_nonneg (hd j).le (sq_nonneg _))
      ⟨i, Finset.mem_univ i, mul_pos (hd i) (pow_pos hn 2)⟩
  have h := (gauge_error_bounds hA hs ht hx hy).1
  have := pos_of_mul_pos_left (hG.trans_le h) (sqNorm_pos hy.1).le
  linarith

/-- If `A` is Hermitian, the potentials lie below `2c²` and `B*` annihilates a ground state at
shift `s`, then raising the shift to `t ≥ s` moves the lowest eigenvalue by exactly `t - s`. -/
theorem exact_shift_of_annihilated {c s t E E' : ℝ} {w : m → ℝ} {A : Matrix n n ℂ}
    {B : Matrix n m ℂ} {x y : n → ℂ} (hA : A.IsHermitian) (hst : s ≤ t)
    (ht : ∀ i, w i + t < 2 * c ^ 2) (hx : IsGroundState (zora c w A B s) E x)
    (hy : IsGroundState (zora c w A B t) E' y) (hBx : Bᴴ *ᵥ x = 0) : E' = E + (t - s) := by
  have hs : ∀ i, w i + s < 2 * c ^ 2 := fun i => by linarith [ht i]
  obtain ⟨h1, h2⟩ := gauge_error_bounds hA hs ht hx hy
  have hGx : gaugeExcess c w B s t x = 0 := by simp [gaugeExcess, hBx]
  have hGy : 0 ≤ gaugeExcess c w B s t y :=
    Finset.sum_nonneg fun j _ => mul_nonneg (mul_nonneg (sq_nonneg c)
      (div_nonneg (by linarith) (mul_nonneg (by linarith [hs j]) (by linarith [ht j]))))
      (sq_nonneg _)
  have px := sqNorm_pos hx.1
  have py := sqNorm_pos hy.1
  rw [hGx] at h2
  have a : 0 ≤ E' - E - (t - s) := by
    by_contra hneg
    linarith [mul_neg_of_neg_of_pos (not_le.mp hneg) py]
  have b : E' - E - (t - s) ≤ 0 := by
    by_contra hpos
    linarith [mul_pos (not_le.mp hpos) px]
  linarith

end

end ZoraGaugeShift
```

```lean
#print axioms ZoraGaugeShift.exists_groundState
-- 'ZoraGaugeShift.exists_groundState' depends on axioms: [propext, Classical.choice, Quot.sound]
#print axioms ZoraGaugeShift.zora_gauge_dependence
-- 'ZoraGaugeShift.zora_gauge_dependence' depends on axioms: [propext, Classical.choice, Quot.sound]
#print axioms ZoraGaugeShift.exact_shift_of_annihilated
-- 'ZoraGaugeShift.exact_shift_of_annihilated' depends on axioms: [propext, Classical.choice, Quot.sound]
```

### From the lemmas to the inequality

`re_dot_diag` and `re_dot_smul` evaluate real diagonal operators and real multiples of the identity. `exists_groundState` notes that the real eigenvalues are roots of the characteristic polynomial, hence finite in number, takes one from the spectral theorem to show that the set is nonempty, and picks the minimum.

`variational` applies the spectral theorem to \(H-E\). An eigenvalue of \(H-E\) plus \(E\) is an eigenvalue of \(H\), so minimality makes it nonnegative; `posSemidef_iff_eigenvalues_nonneg` then turns this into a nonnegative quadratic form. `zora_isHermitian` allows this principle to be used at both shifts.

`expectation_zora` moves \(B\) to the other side of the inner product. Inside `gauge_error_bounds`, `key` is the fixed-orbital identity, with the difference of reciprocals proved by clearing denominators and `ring`. The terms `v1` and `v2` are the two trial-vector inequalities, and `linarith` combines them with the eigenvalue equations `ex` and `ey`.

In the main theorem, `hBy` derives \(B^*y\ne0\) from positive definiteness, and `hG` obtains \(G(y)>0\) from nonnegative terms of which one is positive. The lower bound and `sqNorm_pos` then give a positive excess. `exact_shift_of_annihilated` uses the same bounds with \(G(x)=0\) and \(G(y)\ge0\), which force the excess to be both nonnegative and nonpositive.
